# The product of two γ5 traces of four slashed vectors is 16 times the determinant of their Minkowski products

The theorem `chiralTrace_mul` concerns two quadruples a₀…a₃ and b₀…b₃ of arbitrary complex four-vectors, with the 4×4 Dirac matrices in the Dirac representation, γ5 = iγ⁰γ¹γ²γ³, and metric signature (+,−,−,−). It states that the trace of γ5 times the four slashed aᵢ, multiplied by the same trace for the bⱼ, equals 16 det(aᵢ·bⱼ), where aᵢ·bⱼ is the bilinear Minkowski product without complex conjugation. The attempt first proves `key`, that each trace equals 4i times the determinant of the matrix of contravariant components, by expanding the trace entry by entry and the determinant along its first row. It then writes the matrix of products as AηBᵀ by `gram_eq` and combines det η = −1 with i² = −1.

In Lean, a first try:

```lean
import Mathlib

open Matrix Complex

namespace ChiralTraceGram

noncomputable section

/-- The Dirac matrices `γ⁰, γ¹, γ², γ³` in the Dirac representation. -/
def gamma : Fin 4 → Matrix (Fin 4) (Fin 4) ℂ :=
  ![!![1, 0, 0, 0; 0, 1, 0, 0; 0, 0, -1, 0; 0, 0, 0, -1],
    !![0, 0, 0, 1; 0, 0, 1, 0; 0, -1, 0, 0; -1, 0, 0, 0],
    !![0, 0, 0, -I; 0, 0, I, 0; 0, I, 0, 0; -I, 0, 0, 0],
    !![0, 0, 1, 0; 0, 0, 0, -1; -1, 0, 0, 0; 0, 1, 0, 0]]

/-- The chirality matrix `γ5 = i γ⁰ γ¹ γ² γ³`. -/
def gamma5 : Matrix (Fin 4) (Fin 4) ℂ := I • (gamma 0 * gamma 1 * gamma 2 * gamma 3)

/-- The Feynman slash `a_μ γ^μ` of a vector given by its contravariant components. -/
def slash (a : Fin 4 → ℂ) : Matrix (Fin 4) (Fin 4) ℂ :=
  a 0 • gamma 0 - a 1 • gamma 1 - a 2 • gamma 2 - a 3 • gamma 3

/-- The Minkowski metric `diag(1, -1, -1, -1)`. -/
def eta (R : Type*) [CommRing R] : Matrix (Fin 4) (Fin 4) R := diagonal ![1, -1, -1, -1]

/-- The Minkowski product `a · b` with signature `(+,-,-,-)`. -/
def mdot {R : Type*} [CommRing R] (a b : Fin 4 → R) : R :=
  a 0 * b 0 - a 1 * b 1 - a 2 * b 2 - a 3 * b 3

/-- The matrix of Minkowski products `aᵢ · bⱼ` of two quadruples of four-vectors. -/
def gram {R : Type*} [CommRing R] (a b : Fin 4 → Fin 4 → R) : Matrix (Fin 4) (Fin 4) R :=
  Matrix.of fun i j => mdot (a i) (b j)

/-- The trace of `γ5` times the four slashed vectors of a quadruple, in order. -/
def chiralTrace (a : Fin 4 → Fin 4 → ℂ) : ℂ :=
  trace (gamma5 * slash (a 0) * slash (a 1) * slash (a 2) * slash (a 3))

/-- In the Dirac representation `γ5` has unit off-diagonal blocks and zero diagonal blocks. -/
theorem gamma5_eq : gamma5 = !![0, 0, 1, 0; 0, 0, 0, 1; 1, 0, 0, 0; 0, 1, 0, 0] := by
  ext i j
  fin_cases i <;> fin_cases j <;> simp [gamma5, gamma]

/-- The matrix elements of a slashed vector in the Dirac representation. -/
theorem slash_eq (a : Fin 4 → ℂ) : slash a =
    !![a 0, 0, -a 3, -a 1 + I * a 2; 0, a 0, -a 1 - I * a 2, a 3;
       a 3, a 1 - I * a 2, -a 0, 0; a 1 + I * a 2, -a 3, 0, -a 0] := by
  ext i j
  fin_cases i <;> fin_cases j <;> simp [slash, gamma] <;> ring

/-- The matrix of products `aᵢ · bⱼ` is `A η Bᵀ`, where the rows of `A` and `B` are the
contravariant components of the vectors. -/
theorem gram_eq {R : Type*} [CommRing R] (a b : Fin 4 → Fin 4 → R) :
    gram a b = Matrix.of a * eta R * (Matrix.of b)ᵀ := by
  ext i j
  rw [Matrix.mul_apply]
  simp only [eta, Matrix.mul_diagonal]
  simp [gram, mdot, Fin.sum_univ_four]
  ring

/-- For two quadruples of complex four-vectors, the product of their `γ5` traces is
`16 det (aᵢ · bⱼ)`. -/
theorem chiralTrace_mul (a b : Fin 4 → Fin 4 → ℂ) :
    chiralTrace a * chiralTrace b = 16 * (gram a b).det := by
  have hI3 : I ^ 3 = -I := by
    rw [pow_succ, I_sq]
    ring
  have hI4 : I ^ 4 = 1 := by
    rw [show I ^ 4 = (I ^ 2) ^ 2 by ring, I_sq]
    ring
  have hs : (Fin.succ 2 : Fin 4) = 3 := rfl
  have hc : (Fin.castSucc 2 : Fin 4) = 2 := rfl
  -- expand each trace in components and compare with the Laplace expansion
  have key : ∀ c : Fin 4 → Fin 4 → ℂ, chiralTrace c = 4 * I * (Matrix.of c).det := by
    intro c
    rw [chiralTrace, Matrix.mul_assoc _ (slash (c 2)), Matrix.det_succ_row_zero]
    simp only [Matrix.trace, Matrix.diag_apply, Matrix.mul_apply, Fin.sum_univ_four,
      Matrix.det_fin_three, Matrix.submatrix_apply, Matrix.of_apply]
    simp [slash_eq, gamma5_eq, Fin.succAbove, hs, hc]
    ring_nf
    simp only [I_sq, hI3, hI4]
    ring
  have he : (eta ℂ).det = -1 := by simp [eta, Fin.prod_univ_four]
  -- the sign of the metric determinant matches `i² = -1`
  rw [key a, key b, gram_eq, det_mul, det_mul, det_transpose, he]
  linear_combination (16 * (Matrix.of a).det * (Matrix.of b).det) * I_sq

end

end ChiralTraceGram
```

The compiler's answer:

```
Main.lean:80:4: error: No goals to be solved
```

Cause. The message "No goals to be solved" points at line 80, the step `simp only [I_sq, hI3, hI4]` in the proof of `key`. The preceding `ring_nf` has already closed the goal, so there is nothing left for that step to act on.

The attempt expected `ring_nf` to leave powers of `I` to be reduced by hand. None need reducing. In `slash_eq`, `I` appears only multiplied by the component with index 2, so a term carrying `I ^ k` has degree k in those components. The right side, `4 * I` times the determinant, has degree one in them. The terms of other degrees therefore cancel among themselves, and the identity holds by commutative ring normalisation without i² = −1.

The diff deletes the `simp only` step and the `ring` after it, so the proof of `key` ends at `ring_nf`; this is the cure. Removing `hI3` and `hI4` is tidying: they raised no error, and only the deleted step used them.

The change, after which it compiles:

```diff
@@ -62,10 +62,4 @@
 theorem chiralTrace_mul (a b : Fin 4 → Fin 4 → ℂ) :
     chiralTrace a * chiralTrace b = 16 * (gram a b).det := by
-  have hI3 : I ^ 3 = -I := by
-    rw [pow_succ, I_sq]
-    ring
-  have hI4 : I ^ 4 = 1 := by
-    rw [show I ^ 4 = (I ^ 2) ^ 2 by ring, I_sq]
-    ring
   have hs : (Fin.succ 2 : Fin 4) = 3 := rfl
   have hc : (Fin.castSucc 2 : Fin 4) = 2 := rfl
@@ -78,6 +72,4 @@
     simp [slash_eq, gamma5_eq, Fin.succAbove, hs, hc]
     ring_nf
-    simp only [I_sq, hI3, hI4]
-    ring
   have he : (eta ℂ).det = -1 := by simp [eta, Fin.prod_univ_four]
   -- the sign of the metric determinant matches `i² = -1`
```
